# Rotatory strengths in a degenerate level: a basis-independent sum, and when all states share one strength

Before the circular dichroism of a degenerate excited level is compared between two calculations, the rotatory strengths of its states are added. An eigensolver may return any orthonormal basis of the level, and the individual strengths can change with that choice, for instance when the degeneracy is accidental. For a finite-dimensional level, a fixed state $g$ and linear dipole operators, the sum does not change.

Let $E$ be a complex inner product space, with $\langle x,y\rangle$ conjugate-linear in $x$ and linear in $y$. Let $\mu_i$ and $m_i$, with $i=0,1,2$, be the Cartesian components of the electric and magnetic dipole operators. The rotatory strength of the transition from $g$ to $n$ is
$$R(n)=\operatorname{Im}\sum_i\langle g,\mu_i n\rangle\langle n,m_i g\rangle .$$

```lean
import Mathlib

open ComplexConjugate

namespace DegenerateRotatoryStrength

noncomputable section

variable {E : Type*} [NormedAddCommGroup E] [InnerProductSpace ℂ E]
```

## Linear dipole operators, Hermitian or not

Linearity says that the transition moment of a superposition is the superposition of the transition moments. To use it, put separate states in the two excited-state slots:
$$S(x,y)=\sum_i\langle g,\mu_i y\rangle\langle x,m_i g\rangle .$$
This is linear in $y$ because each $\mu_i$ is linear, and conjugate-linear in $x$ because the inner product is. In Lean it is `transitionForm`, and the imaginary part of its diagonal is `rotStrength`.

```lean
/-- The product of electric and magnetic transition moments, summed over the three
Cartesian components, with separate states `x` and `y` in the two excited-state slots. -/
def transitionForm (μ m : Fin 3 → E →ₗ[ℂ] E) (g x y : E) : ℂ :=
  ∑ i, inner ℂ g (μ i y) * inner ℂ x (m i g)

/-- The rotatory strength `Im ∑ i, ⟨g, μ i n⟩ ⟨n, m i g⟩` of the transition from `g` to `n`. -/
def rotStrength (μ m : Fin 3 → E →ₗ[ℂ] E) (g n : E) : ℝ :=
  (transitionForm μ m g n n).im
```

The form attached to the strengths is
$$B(x,y)=\frac{S(x,y)-\overline{S(y,x)}}{2i}.$$

```lean
/-- The rotatory form: the anti-Hermitian part of the transition form, divided by `i`. -/
def rotForm (μ m : Fin 3 → E →ₗ[ℂ] E) (g x y : E) : ℂ :=
  (transitionForm μ m g x y - conj (transitionForm μ m g y x)) / (2 * Complex.I)
```

The strength of a whole level $V$ is defined without a basis, through the orthogonal projection $P$ onto $V$, written `V.starProjection`:
$$R_V=\operatorname{Im}\sum_i\langle g,\mu_i P m_i g\rangle .$$

```lean
/-- The strength of a whole level `V`: `Im ∑ i, ⟨g, μ i P m i g⟩`, with `P` the orthogonal
projection onto `V`. -/
def levelStrength (μ m : Fin 3 → E →ₗ[ℂ] E) (g : E) (V : Submodule ℂ E)
    [FiniteDimensional ℂ V] : ℝ :=
  (∑ i, inner ℂ g (μ i (V.starProjection (m i g)))).im
```

The operators have type `Fin 3 → E →ₗ[ℂ] E`: three complex-linear maps defined on all of $E$. This fits matrices in a finite basis set, but not an unbounded position operator with a restricted domain. No Hermiticity is assumed, since $B$ is Hermitian by construction:
$$\overline{B(x,y)}=\frac{\overline{S(x,y)}-S(y,x)}{-2i}=\frac{S(y,x)-\overline{S(x,y)}}{2i}=B(y,x).$$

```lean
variable (μ m : Fin 3 → E →ₗ[ℂ] E) (g : E)

/-- The rotatory form is Hermitian. -/
theorem rotForm_conj (x y : E) : conj (rotForm μ m g x y) = rotForm μ m g y x := by
  simp only [rotForm, map_div₀, map_sub, map_mul, Complex.conj_conj, Complex.conj_I,
    map_ofNat]
  rw [mul_neg, div_neg, ← neg_div, neg_sub]
```

On the diagonal, $S(n,n)-\overline{S(n,n)}=2i\operatorname{Im}S(n,n)$, so $B(n,n)=R(n)$.

```lean
/-- The diagonal values of the rotatory form are the rotatory strengths. -/
theorem rotForm_self (n : E) : rotForm μ m g n n = (rotStrength μ m g n : ℂ) := by
  have hI : (2 * Complex.I) ≠ 0 := mul_ne_zero two_ne_zero Complex.I_ne_zero
  rw [rotForm, rotStrength, Complex.sub_conj, div_eq_iff hI]
  push_cast
  ring
```

Linearity then gives, for any complex $a$,
$$B(x+ay,x+ay)=B(x,x)+a\,B(x,y)+\bar a\,B(y,x)+|a|^2B(y,y).$$
The proof first expands $S$ in this way, where `map_add` and `map_smul` use the linearity of $\mu_i$, and then carries the expansion over to $B$.

```lean
/-- The rotatory form of a superposition `x + a y` splits into the two diagonal terms and
the two interference terms. -/
theorem rotForm_superposition (x y : E) (a : ℂ) :
    rotForm μ m g (x + a • y) (x + a • y) =
      rotForm μ m g x x + a * rotForm μ m g x y + conj a * rotForm μ m g y x
        + conj a * a * rotForm μ m g y y := by
  have hS : transitionForm μ m g (x + a • y) (x + a • y) =
      transitionForm μ m g x x + a * transitionForm μ m g x y
        + conj a * transitionForm μ m g y x + conj a * a * transitionForm μ m g y y := by
    simp only [transitionForm, map_add, map_smul, inner_add_left, inner_add_right,
      inner_smul_left, inner_smul_right, Finset.mul_sum, ← Finset.sum_add_distrib]
    refine Finset.sum_congr rfl fun i _ => ?_
    ring
  simp only [rotForm, hS, map_add, map_mul, Complex.conj_conj]
  ring
```

Real linearity of the $\mu_i$ would not be enough. If they were conjugate-linear, replacing $n$ by $e^{i\theta}n$ would multiply $S(n,n)$ by $e^{-2i\theta}$, and the strength of even a single state could depend on its phase.

The vector $g$ is arbitrary. Physically it is a normalised, nondegenerate initial state; a sum or average over a degenerate initial level is not treated.

## A complete orthonormal basis of a finite-dimensional level

Degeneracy is what makes every orthonormal basis of $V$ an equally good set of energy eigenstates. The theorem contains no Hamiltonian: $V$ is any finite-dimensional subspace. For states of different energies the same algebra holds, but the sum then combines bands at different positions in the spectrum.

Let $n_k$ be an orthonormal basis of $V$. Orthonormality and completeness enter through the expansion
$$Pw=\sum_k\langle n_k,w\rangle\,n_k .$$
With $w=m_ig$ and the linearity of $\mu_i$,
$$\sum_i\langle g,\mu_iPm_ig\rangle=\sum_i\sum_k\langle n_k,m_ig\rangle\langle g,\mu_in_k\rangle=\sum_kS(n_k,n_k),$$
and the imaginary part reads $R_V=\sum_kR(n_k)$.

In Lean both properties are carried by `b : OrthonormalBasis ι ℂ V`, and `(b k : E)` is the basis vector regarded as an element of $E$. The step `key` is the expansion of $Pw$. It first has coefficients $\langle n_k,Pw\rangle$; since $P$ is self-adjoint and $Pn_k=n_k$, these equal $\langle n_k,w\rangle$. `Finset.sum_comm` exchanges the sums over $i$ and $k$.

```lean
/-- The rotatory strengths of any orthonormal basis of a finite-dimensional level add up to the
level strength, which is defined through the projection onto the level, without a basis. -/
theorem sum_rotStrength (V : Submodule ℂ E) [FiniteDimensional ℂ V]
    {ι : Type*} [Fintype ι] (b : OrthonormalBasis ι ℂ V) :
    ∑ k, rotStrength μ m g (b k : E) = levelStrength μ m g V := by
  -- expand the projected vector in the chosen basis
  have key : ∀ w : E, V.starProjection w = ∑ k, inner ℂ (b k : E) w • (b k : E) := by
    intro w
    have h := congrArg (fun v : V => (v : E))
      (b.sum_repr' ⟨V.starProjection w, V.starProjection_apply_mem w⟩)
    simp only [Submodule.coe_sum, Submodule.coe_smul, Submodule.coe_inner] at h
    refine h.symm.trans (Finset.sum_congr rfl fun k _ => ?_)
    rw [← Submodule.inner_starProjection_left_eq_right,
      Submodule.starProjection_eq_self_iff.mpr (b k).2]
  simp only [levelStrength, rotStrength, transitionForm, key, map_sum, map_smul, inner_sum,
    inner_smul_right]
  rw [← Complex.im_sum, Finset.sum_comm]
  congr 1
  refine Finset.sum_congr rfl fun i _ => Finset.sum_congr rfl fun k _ => ?_
  ring
```

The right-hand side mentions no basis, so two bases give the same total.

```lean
/-- The total rotatory strength of a finite-dimensional degenerate level is the same in
every orthonormal basis of the level. -/
theorem sum_rotStrength_basis_independent (V : Submodule ℂ E) [FiniteDimensional ℂ V]
    {ι κ : Type*} [Fintype ι] [Fintype κ]
    (b : OrthonormalBasis ι ℂ V) (b' : OrthonormalBasis κ ℂ V) :
    ∑ k, rotStrength μ m g (b k : E) = ∑ k, rotStrength μ m g (b' k : E) := by
  rw [sum_rotStrength, sum_rotStrength]
```

Normalisation without orthogonality does not suffice, as the matrices at the end show. Finite dimension keeps the sum finite; for an infinite-dimensional $V$ it would be a series, and taking $\mu_i$ through it would need a convergence argument. For $V=\{0\}$ both sides are zero.

## Equal strength for every complex unit vector

The second result concerns individual states. Its hypothesis is that every normalised state in $V$, including every complex superposition, has the same strength $c$. The conclusion is that $B(x,y)=c\langle x,y\rangle$ on $V$: in an orthonormal basis, the matrix of $B$ is $c$ times the identity.

One direction is immediate, since $x=y=n$ with $\|n\|=1$ gives $R(n)=c$. For the other, take a nonzero $x\in V$ and set $u=x/\|x\|$. Then
$$B(x,x)=\|x\|^2B(u,u)=c\,\|x\|^2=c\,\langle x,x\rangle,$$
and for $x=0$ both sides vanish. Now let $D(x,y)=B(x,y)-c\langle x,y\rangle$, so that $D(z,z)=0$ for all $z\in V$. The choices $z=x+y$ and $z=x+iy$ give
$$D(x,y)+D(y,x)=0,\qquad i\,D(x,y)-i\,D(y,x)=0 .$$
The second equation says $D(x,y)=D(y,x)$, and the first then gives $D(x,y)=0$.

In the proof, `hd` is the scaling step, obtained from the superposition formula with a zero first vector. The equations `h1` and `h2` come from $x+y$ and $x+iy$, and `linear_combination` adds half of the first to $-i/2$ times the second. Finite dimension is not needed here.

```lean
/-- Every unit vector of `V` has rotatory strength `c` exactly when the rotatory form on `V`
is `c` times the inner product. -/
theorem rotStrength_eq_const_iff (V : Submodule ℂ E) (c : ℝ) :
    (∀ n ∈ V, ‖n‖ = 1 → rotStrength μ m g n = c) ↔
      ∀ x ∈ V, ∀ y ∈ V, rotForm μ m g x y = c * inner ℂ x y := by
  have hsq : ∀ x : E, inner ℂ x x = ((‖x‖ : ℝ) : ℂ) ^ 2 := fun x =>
    inner_self_eq_norm_sq_to_K x
  constructor
  · intro h
    have h0 : ∀ y, rotForm μ m g 0 y = 0 ∧ rotForm μ m g y 0 = 0 := fun y => by
      constructor <;> simp [rotForm, transitionForm]
    -- scaling carries the value on unit vectors to all of `V`
    have hd : ∀ x ∈ V, rotForm μ m g x x = c * inner ℂ x x := by
      intro x hx
      by_cases hx0 : x = 0
      · rw [hx0, (h0 0).1, inner_zero_left, mul_zero]
      have hr : ‖x‖ ≠ 0 := norm_ne_zero_iff.mpr hx0
      have hrC : ((‖x‖ : ℝ) : ℂ) ≠ 0 := Complex.ofReal_ne_zero.mpr hr
      have hn : ‖((‖x‖ : ℝ) : ℂ)⁻¹ • x‖ = 1 := by
        rw [norm_smul, norm_inv, Complex.norm_real, norm_norm, inv_mul_cancel₀ hr]
      have hs := rotForm_superposition μ m g 0 (((‖x‖ : ℝ) : ℂ)⁻¹ • x) ((‖x‖ : ℝ) : ℂ)
      rw [zero_add, smul_inv_smul₀ hrC, (h0 _).1, (h0 _).1, (h0 _).2, rotForm_self μ m g
        (((‖x‖ : ℝ) : ℂ)⁻¹ • x), h _ (V.smul_mem _ hx) hn, Complex.conj_ofReal] at hs
      rw [hs, hsq]
      ring
    -- polarization with `x + y` and `x + i y`
    intro x hx y hy
    have h1 := hd _ (V.add_mem hx (V.smul_mem 1 hy))
    have h2 := hd _ (V.add_mem hx (V.smul_mem Complex.I hy))
    rw [rotForm_superposition, hd x hx, hd y hy] at h1 h2
    simp only [inner_add_left, inner_add_right, inner_smul_left, inner_smul_right,
      map_one, Complex.conj_I] at h1 h2
    linear_combination (1 / 2) * h1 - (Complex.I / 2) * h2 +
      (1 / 2) * (rotForm μ m g x y - rotForm μ m g y x
        - c * inner ℂ x y + c * inner ℂ y x) * Complex.I_sq
  · intro h n hn h1
    have h2 := h n hn n hn
    rw [rotForm_self, hsq, h1, Complex.ofReal_one, one_pow, mul_one] at h2
    exact Complex.ofReal_injective h2
```

Equality for real superpositions alone would in general be too weak. Suppose that the only contribution to the strength of $n=\alpha x+\beta y$, with $x,y$ orthonormal, is $R(n)=\operatorname{Im}(\bar\alpha\beta)$. All real combinations have strength zero, while $(x\pm iy)/\sqrt2$ have strengths $\pm\tfrac12$. Real superpositions do suffice when $g$ and a basis of $V$ are real wave functions, with real electric and purely imaginary magnetic matrix elements between them: the matrix of $B$ in that basis is then real and symmetric, and the choice $z=x+y$ alone gives $D(x,y)=0$ for real $x,y$.

The next theorem states the criterion without naming $c$ in advance. Its proof takes $c$ to be the strength of some unit vector of $V$. If there is none, then $V=\{0\}$, and $c=0$ serves. In a one-dimensional level the condition always holds, because unit vectors differ only by a phase.

```lean
/-- All unit vectors of a level have the same rotatory strength if and only if the rotatory
form on the level is a real multiple of the inner product. -/
theorem rotStrength_uniform_iff (V : Submodule ℂ E) :
    (∀ n ∈ V, ∀ n' ∈ V, ‖n‖ = 1 → ‖n'‖ = 1 → rotStrength μ m g n = rotStrength μ m g n') ↔
      ∃ c : ℝ, ∀ x ∈ V, ∀ y ∈ V, rotForm μ m g x y = c * inner ℂ x y := by
  simp only [← rotStrength_eq_const_iff]
  constructor
  · intro h
    by_cases hV : ∃ n ∈ V, ‖n‖ = 1
    · obtain ⟨n, hn, h1⟩ := hV
      exact ⟨rotStrength μ m g n, fun n' hn' h1' => h n' hn' n hn h1' h1⟩
    · exact ⟨0, fun n hn h1 => absurd ⟨n, hn, h1⟩ hV⟩
  · rintro ⟨c, hc⟩ n hn n' hn' h1 h1'
    rw [hc n hn h1, hc n' hn' h1']
```

## One state's strength times the degeneracy

A common strength allows the level total to be read from a single state. By Schur's lemma, which is not formalised here, all states share one strength when the rotations that leave the molecule unchanged multiply $g$ only by phases, act irreducibly on the complex space $V$, and transform both dipole operators as vectors. If all unit vectors of a finite-dimensional $V$ have the same strength and $n$ is one of them, then
$$R_V=\sum_kR(n_k)=(\dim V)\,R(n).$$
Lean writes the dimension as `Module.finrank ℂ V`. The proof applies the sum rule to `stdOrthonormalBasis ℂ V`, replaces each term by $R(n)$ using the hypothesis `h`, and counts the terms.

```lean
/-- If all unit vectors of a finite-dimensional level have the same rotatory strength, then
this strength times the degeneracy is the level strength. -/
theorem finrank_mul_rotStrength (V : Submodule ℂ E) [FiniteDimensional ℂ V]
    (h : ∀ n ∈ V, ∀ n' ∈ V, ‖n‖ = 1 → ‖n'‖ = 1 →
      rotStrength μ m g n = rotStrength μ m g n')
    (n : E) (hn : n ∈ V) (h1 : ‖n‖ = 1) :
    (Module.finrank ℂ V : ℝ) * rotStrength μ m g n = levelStrength μ m g V := by
  have hb : ∀ k, rotStrength μ m g (stdOrthonormalBasis ℂ V k : E) = rotStrength μ m g n :=
    fun k => h _ (Subtype.property _) n hn ((stdOrthonormalBasis ℂ V).orthonormal.1 k) h1
  rw [← sum_rotStrength μ m g V (stdOrthonormalBasis ℂ V), Finset.sum_congr rfl fun k _ => hb k]
  simp
```

Without a common strength the product can be wrong: in the example below it gives $2\cdot3=6$ for one state, while the level total is $3$.

## Hermitian matrices with strengths 3 and 0

Hermiticity expresses that the dipole operators are observables. Adding it as a hypothesis would not make the strengths equal. Let $e_0,e_1,e_2$ be the standard basis of $\mathbb C^3$, take $g=e_0$, and use the same pair of Hermitian matrices for all three Cartesian components.

```lean
/-- A Hermitian electric dipole matrix coupling the first two of three states. -/
def muEx : Matrix (Fin 3) (Fin 3) ℂ := !![0, 1, 0; 1, 0, 0; 0, 0, 0]

/-- A Hermitian, purely imaginary magnetic dipole matrix coupling the same two states. -/
def mEx : Matrix (Fin 3) (Fin 3) ℂ := !![0, -Complex.I, 0; Complex.I, 0, 0; 0, 0, 0]
```

For $n=\alpha e_1+\beta e_2$ the matrices give $\langle g,\mu_in\rangle=\alpha$ and $m_ig=i\,e_1$, where the factor $i$ is the imaginary unit. Hence $\langle n,m_ig\rangle=i\bar\alpha$, and
$$R(n)=3\operatorname{Im}(i|\alpha|^2)=3|\alpha|^2 .$$
So $R(e_1)=3$ and $R(e_2)=0$. The theorem states these two values together with the Hermiticity of both matrices; its proof checks the matrix entries and evaluates the sums.

```lean
/-- With these Hermitian matrices as all three Cartesian components and the first basis state
as `g`, the second and third basis states have rotatory strengths 3 and 0. -/
theorem rotStrength_not_uniform :
    muEx.IsHermitian ∧ mEx.IsHermitian ∧
    rotStrength (fun _ => Matrix.toEuclideanLin muEx) (fun _ => Matrix.toEuclideanLin mEx)
      !₂[1, 0, 0] !₂[0, 1, 0] = 3 ∧
    rotStrength (fun _ => Matrix.toEuclideanLin muEx) (fun _ => Matrix.toEuclideanLin mEx)
      !₂[1, 0, 0] !₂[0, 0, 1] = 0 := by
  refine ⟨?_, ?_, ?_, ?_⟩
  · ext i j
    fin_cases i <;> fin_cases j <;> simp [muEx, Matrix.conjTranspose_apply]
  · ext i j
    fin_cases i <;> fin_cases j <;> simp [mEx, Matrix.conjTranspose_apply]
  · simp [rotStrength, transitionForm, muEx, mEx, Matrix.toLpLin_apply,
      PiLp.inner_apply, Fin.sum_univ_three]
  · simp [rotStrength, transitionForm, muEx, mEx, Matrix.toLpLin_apply,
      PiLp.inner_apply, Fin.sum_univ_three]

end

end DegenerateRotatoryStrength
```

The other superpositions, evaluated from the formula for $R(n)$, show two further things. The orthonormal pair $(e_1\pm e_2)/\sqrt2$ has strengths $\tfrac32$ and $\tfrac32$, again with total $3$. The non-orthogonal unit vectors $e_1$ and $(e_1+e_2)/\sqrt2$ would instead give $3+\tfrac32=\tfrac92$.

The first pair also exposes a wrong shortcut: concluding from equal strengths in one computed basis that all states of the level are equivalent. Equal diagonal entries of $B$ do not make it a multiple of the identity. Here its off-diagonal entries in that basis are $\tfrac32$, and rotating back to $e_1,e_2$ recovers $3$ and $0$.

```lean
#print axioms DegenerateRotatoryStrength.sum_rotStrength_basis_independent
#print axioms DegenerateRotatoryStrength.rotStrength_uniform_iff
#print axioms DegenerateRotatoryStrength.finrank_mul_rotStrength
#print axioms DegenerateRotatoryStrength.rotStrength_not_uniform
```

```
'DegenerateRotatoryStrength.sum_rotStrength_basis_independent' depends on axioms: [propext, Classical.choice, Quot.sound]
'DegenerateRotatoryStrength.rotStrength_uniform_iff' depends on axioms: [propext, Classical.choice, Quot.sound]
'DegenerateRotatoryStrength.finrank_mul_rotStrength' depends on axioms: [propext, Classical.choice, Quot.sound]
'DegenerateRotatoryStrength.rotStrength_not_uniform' depends on axioms: [propext, Classical.choice, Quot.sound]
```
